# The UMP2 correlation energy of the half-filled Hubbard dimer has a kink at U = 2t

When a UMP2 correlation energy is differentiated numerically with respect to the interaction strength, the finite-difference points should stay on one side of the point where the UHF ground state breaks spin symmetry. For the two-site, two-electron Hubbard model with real orbitals, this point is $U=2t$. The second-order energy is continuous there, but its slope jumps from $-1/4$ to $3/8$.

## Orbitals and energies on two sites

```lean
import Mathlib

open Matrix Set Topology

namespace HubbardDimerUMP2

noncomputable section
```

The model has one spin-up and one spin-down electron on sites 0 and 1. The hopping amplitude is $t$, and a doubly occupied site costs $U$. The theorems about ground states take both to be positive.

```lean
/-- The occupied real orbital with mixing angle `θ` on the two sites. -/
def occ (θ : ℝ) : Fin 2 → ℝ := ![Real.cos θ, Real.sin θ]
```

The occupied orbital is $(\cos\theta,\sin\theta)$. The type `Fin 2 → ℝ` consists of real vectors with two entries, indexed by the sites 0 and 1. Every normalised real orbital has this form. Write $s_\theta=\sin2\theta$ for its bond order and $c_\theta=\cos2\theta$ for its site polarization.

```lean
/-- The virtual orbital orthogonal to `occ θ`. -/
def vir (θ : ℝ) : Fin 2 → ℝ := ![-Real.sin θ, Real.cos θ]
```

The virtual orbital is $(-\sin\theta,\cos\theta)$.

```lean
/-- The hopping matrix of the dimer. -/
def hop (t : ℝ) : Matrix (Fin 2) (Fin 2) ℝ := !![0, -t; -t, 0]
```

This is the one-electron Hamiltonian, with equal site energies set to zero.

```lean
/-- The Fock matrix of an electron when the electron of opposite spin occupies `occ θ`. -/
def fock (t U θ : ℝ) : Matrix (Fin 2) (Fin 2) ℝ :=
  !![U * occ θ 0 ^ 2, -t; -t, U * occ θ 1 ^ 2]
```

Each electron feels $U$ times the density of the other spin. On-site repulsion does not act between equal spins.

```lean
/-- The energy of the determinant with spin-up orbital `occ a` and spin-down orbital `occ b`. -/
def uhfEnergy (t U a b : ℝ) : ℝ :=
  occ a ⬝ᵥ (hop t *ᵥ occ a) + occ b ⬝ᵥ (hop t *ᵥ occ b) + U * ∑ i, occ a i ^ 2 * occ b i ^ 2
```

Here `*ᵥ` applies a matrix to a vector and `⬝ᵥ` is the dot product. The energy $E(a,b)$ is the hopping energy of both electrons plus $U$ times the summed product of their site densities. The angles $a$ and $b$ are independent, as UHF allows.

```lean
/-- The angles `a`, `b` give a UHF ground state: no pair of real orbitals has lower energy. -/
def IsUHF (t U a b : ℝ) : Prop := ∀ a' b', uhfEnergy t U a b ≤ uhfEnergy t U a' b'
```

`IsUHF` demands a global minimum. The symmetric solution that remains stationary above $U=2t$ therefore does not qualify there.

```lean
/-- The virtual minus the occupied orbital energy for the spin with angle `a`, the other spin
having angle `b`. -/
def gap (t U a b : ℝ) : ℝ :=
  vir a ⬝ᵥ (fock t U b *ᵥ vir a) - occ a ⬝ᵥ (fock t U b *ᵥ occ a)
```

This is the virtual minus the occupied orbital energy for one spin.

```lean
/-- The second-order energy of the double excitation, defined where the sum of the two orbital
gaps is nonzero. -/
def mp2 (t U a b : ℝ) : ℝ :=
  -(U * ∑ i, occ a i * vir a i * occ b i * vir b i) ^ 2 / (gap t U a b + gap t U b a)
```

With one electron per spin, the only double excitation promotes both. Its second-order energy is minus the squared two-electron integral over the sum of the gaps. Single excitations are left out, which `brillouin` justifies below.

## The bond order that minimises the energy

```lean
/-- The bond order `min(1, 2t/U)`, for `U ≠ 0`. -/
def bondOrder (t U : ℝ) : ℝ := min 1 (2 * t / U)
```

Write $x=\min(1,2t/U)$.

```lean
/-- For `U > 0` the bond order is 1 when `U ≤ 2t`, and it satisfies `U x = 2t` when `2t ≤ U`. -/
theorem bondOrder_cases {t U : ℝ} (hU : 0 < U) :
    (U ≤ 2 * t ∧ bondOrder t U = 1) ∨ (2 * t ≤ U ∧ U * bondOrder t U = 2 * t) := by
  rcases le_total U (2 * t) with h | h
  · exact Or.inl ⟨h, min_eq_left ((one_le_div hU).2 h)⟩
  · refine Or.inr ⟨h, ?_⟩
    rw [bondOrder, min_eq_right ((div_le_one hU).2 h)]
    field_simp
```

If $U\le2t$, then $2t/U\ge1$ and $x=1$. Otherwise $x=2t/U$, so $Ux=2t$. The braces in the statement mark arguments that Lean infers, `hU` names the hypothesis $U>0$, and the proof follows `:= by`. The command `rcases` splits it into the two cases.

```lean
/-- For `U > 0` the bond order minimizes `-2ts + Us²/2` over `s ≤ 1`, and any other `s` costs at
least `U(s - x)²/2`. -/
theorem bondOrder_min {t U s : ℝ} (hU : 0 < U) (hs : s ≤ 1) :
    -2 * t * bondOrder t U + U * bondOrder t U ^ 2 / 2 + U / 2 * (s - bondOrder t U) ^ 2
      ≤ -2 * t * s + U * s ^ 2 / 2 := by
  rcases bondOrder_cases (t := t) hU with ⟨h, hx⟩ | ⟨_, hx⟩
  · rw [hx]
    nlinarith [mul_nonneg (sub_nonneg.2 h) (sub_nonneg.2 hs)]
  · apply le_of_eq
    linear_combination (bondOrder t U - s) * hx
```

Let $f(s)=-2ts+Us^2/2$. Expanding gives
$$f(s)-f(x)-\tfrac U2(s-x)^2=(s-x)(Ux-2t).$$
For $x=1$ the right side is $(1-s)(2t-U)\ge0$, the product handed to `nlinarith`. For $Ux=2t$ it vanishes, which `linear_combination` verifies.

```lean
/-- The determinant energy is `-2ts + Us²/2` at the mean bond order `s` of the two spins, plus
two squares that measure how far the spins are from being mirror images. -/
theorem uhfEnergy_eq (t U a b : ℝ) :
    uhfEnergy t U a b =
      -2 * t * ((Real.sin (2 * a) + Real.sin (2 * b)) / 2)
        + U * ((Real.sin (2 * a) + Real.sin (2 * b)) / 2) ^ 2 / 2
        + U / 4 * (Real.cos (2 * a) + Real.cos (2 * b)) ^ 2
        + U / 8 * (Real.sin (2 * a) - Real.sin (2 * b)) ^ 2 := by
  have hA := Real.sin_sq_add_cos_sq (2 * a)
  have hB := Real.sin_sq_add_cos_sq (2 * b)
  have ha := Real.sin_sq_add_cos_sq a
  have hb := Real.sin_sq_add_cos_sq b
  have h : uhfEnergy t U a b = -t * (Real.sin (2 * a) + Real.sin (2 * b))
      + U * (1 + Real.cos (2 * a) * Real.cos (2 * b)) / 2 := by
    simp only [Real.sin_two_mul, Real.cos_two_mul']
    simp [uhfEnergy, occ, hop, Matrix.mulVec, dotProduct, Fin.sum_univ_two]
    linear_combination U / 2 * (Real.sin b ^ 2 + Real.cos b ^ 2) * ha + U / 2 * hb
  rw [h]
  linear_combination -U / 4 * hA - U / 4 * hB
```

The hopping terms give $-t(s_a+s_b)$. With $\cos^2a=(1+c_a)/2$ and $\sin^2a=(1-c_a)/2$, and likewise for $b$, the densities give
$$E=-t(s_a+s_b)+\tfrac U2(1+c_ac_b).$$
Since $s_a^2+c_a^2=s_b^2+c_b^2=1$,
$$\tfrac U2(1+c_ac_b)=\tfrac U4(s_a^2+s_b^2)+\tfrac U4(c_a+c_b)^2.$$
Finally $s_a^2+s_b^2=\tfrac12(s_a+s_b)^2+\tfrac12(s_a-s_b)^2$. With $s=(s_a+s_b)/2$ this yields
$$E=f(s)+\tfrac U4(c_a+c_b)^2+\tfrac U8(s_a-s_b)^2.$$
The inner statement `h` is the first formula for $E$; the last line supplies the two Pythagorean identities.

```lean
/-- For `t, U > 0`, explicit mixing angles give both spins the bond order `min(1, 2t/U)` and
opposite site polarizations. -/
theorem mirror_angles {t U : ℝ} (ht : 0 < t) (hU : 0 < U) :
    Real.sin (2 * (Real.arcsin (bondOrder t U) / 2)) = bondOrder t U ∧
    Real.sin (2 * (Real.pi / 2 - Real.arcsin (bondOrder t U) / 2)) = bondOrder t U ∧
    Real.cos (2 * (Real.pi / 2 - Real.arcsin (bondOrder t U) / 2)) =
      -Real.cos (2 * (Real.arcsin (bondOrder t U) / 2)) := by
  have h0 : 0 < bondOrder t U := lt_min one_pos (by positivity)
  have h1 : bondOrder t U ≤ 1 := min_le_left _ _
  have e1 : 2 * (Real.arcsin (bondOrder t U) / 2) = Real.arcsin (bondOrder t U) := by ring
  have e2 : 2 * (Real.pi / 2 - Real.arcsin (bondOrder t U) / 2) =
      Real.pi - Real.arcsin (bondOrder t U) := by ring
  rw [e1, e2, Real.sin_pi_sub, Real.cos_pi_sub, Real.sin_arcsin (by linarith) h1]
  exact ⟨rfl, rfl, rfl⟩
```

Take $a=\tfrac12\arcsin x$ and $b=\pi/2-a$. Then $2b=\pi-2a$, so the sines agree and the cosines are opposite.

```lean
/-- For `t, U > 0`, a determinant is a UHF ground state exactly when both spins have bond order
`min(1, 2t/U)` and their site polarizations are opposite. -/
theorem isUHF_iff {t U a b : ℝ} (ht : 0 < t) (hU : 0 < U) :
    IsUHF t U a b ↔ Real.sin (2 * a) = bondOrder t U ∧ Real.sin (2 * b) = bondOrder t U ∧
      Real.cos (2 * b) = -Real.cos (2 * a) := by
  have hE : ∀ p q, Real.sin (2 * p) = bondOrder t U → Real.sin (2 * q) = bondOrder t U →
      Real.cos (2 * q) = -Real.cos (2 * p) →
      uhfEnergy t U p q = -2 * t * bondOrder t U + U * bondOrder t U ^ 2 / 2 := by
    intro p q h1 h2 h3
    rw [uhfEnergy_eq, h1, h2, h3]
    ring
  have hm : ∀ p q, _ := fun p q => bondOrder_min (t := t) (U := U)
    (s := (Real.sin (2 * p) + Real.sin (2 * q)) / 2) hU
    (by linarith [Real.sin_le_one (2 * p), Real.sin_le_one (2 * q)])
  have hp : ∀ k y : ℝ, 0 < k → 0 ≤ k * y ^ 2 := fun k y hk => by positivity
  have hz : ∀ k y : ℝ, 0 < k → k * y ^ 2 ≤ 0 → y = 0 := by
    intro k y hk h
    by_contra hy
    have : 0 < k * y ^ 2 := by positivity
    linarith
  constructor
  · intro h
    obtain ⟨w1, w2, w3⟩ := mirror_angles ht hU
    have hle := h (Real.arcsin (bondOrder t U) / 2)
      (Real.pi / 2 - Real.arcsin (bondOrder t U) / 2)
    rw [hE _ _ w1 w2 w3, uhfEnergy_eq] at hle
    have h0 := hm a b
    -- the three non-negative penalties must all vanish
    have p1 := hp (U / 2) ((Real.sin (2 * a) + Real.sin (2 * b)) / 2 - bondOrder t U)
      (by positivity)
    have p2 := hp (U / 4) (Real.cos (2 * a) + Real.cos (2 * b)) (by positivity)
    have p3 := hp (U / 8) (Real.sin (2 * a) - Real.sin (2 * b)) (by positivity)
    have z1 := hz _ _ (by positivity) (show U / 2 *
      ((Real.sin (2 * a) + Real.sin (2 * b)) / 2 - bondOrder t U) ^ 2 ≤ 0 by linarith)
    have z2 := hz _ _ (by positivity) (show U / 4 *
      (Real.cos (2 * a) + Real.cos (2 * b)) ^ 2 ≤ 0 by linarith)
    have z3 := hz _ _ (by positivity) (show U / 8 *
      (Real.sin (2 * a) - Real.sin (2 * b)) ^ 2 ≤ 0 by linarith)
    exact ⟨by linarith, by linarith, by linarith⟩
  · rintro ⟨h1, h2, h3⟩ p q
    rw [hE a b h1 h2 h3, uhfEnergy_eq]
    linarith [hm p q,
      hp (U / 2) ((Real.sin (2 * p) + Real.sin (2 * q)) / 2 - bondOrder t U) (by positivity),
      hp (U / 4) (Real.cos (2 * p) + Real.cos (2 * q)) (by positivity),
      hp (U / 8) (Real.sin (2 * p) - Real.sin (2 * q)) (by positivity)]
```

The ground states are exactly the pairs with $s_a=s_b=x$ and $c_b=-c_a$. Such a pair has energy $f(x)$ (`hE`), and by the two preceding energy results every pair satisfies
$$E\ge f(x)+\tfrac U2(s-x)^2+\tfrac U4(c_a+c_b)^2+\tfrac U8(s_a-s_b)^2.$$
So these pairs are minimisers. Conversely, a minimiser cannot lie above the explicit pair, which has energy $f(x)$. All three squares must then vanish (`hz`), giving the conditions.

```lean
/-- For `t, U > 0` these explicit mixing angles give a UHF ground state. -/
theorem isUHF_witness {t U : ℝ} (ht : 0 < t) (hU : 0 < U) :
    IsUHF t U (Real.arcsin (bondOrder t U) / 2)
      (Real.pi / 2 - Real.arcsin (bondOrder t U) / 2) :=
  (isUHF_iff ht hU).2 (mirror_angles ht hU)
```

A ground state therefore exists for all positive $t$ and $U$.

## The second-order energy and its two slopes

```lean
/-- Brillouin's condition: for `t, U > 0`, the Fock matrices of a UHF ground state do not couple
the occupied to the virtual orbital of either spin. -/
theorem brillouin {t U a b : ℝ} (ht : 0 < t) (hU : 0 < U) (h : IsUHF t U a b) :
    occ a ⬝ᵥ (fock t U b *ᵥ vir a) = 0 ∧ occ b ⬝ᵥ (fock t U a *ᵥ vir b) = 0 := by
  obtain ⟨h1, h2, h3⟩ := (isUHF_iff ht hU).1 h
  have hF : ∀ p q, occ p ⬝ᵥ (fock t U q *ᵥ vir p) =
      -t * Real.cos (2 * p) - U / 2 * Real.sin (2 * p) * Real.cos (2 * q) := by
    intro p q
    simp only [Real.sin_two_mul, Real.cos_two_mul']
    simp [occ, vir, fock, Matrix.mulVec, dotProduct, Fin.sum_univ_two]
    ring
  have key : Real.cos (2 * a) * (U * bondOrder t U - 2 * t) = 0 := by
    rcases bondOrder_cases (t := t) hU with ⟨_, hx⟩ | ⟨_, hx⟩
    · have hsq := Real.sin_sq_add_cos_sq (2 * a)
      rw [h1, hx] at hsq
      have hc : Real.cos (2 * a) = 0 := (pow_eq_zero_iff two_ne_zero).1 (by linarith)
      rw [hc, zero_mul]
    · rw [hx, sub_self, mul_zero]
  rw [hF, hF, h1, h2, h3]
  exact ⟨by linear_combination key / 2, by linear_combination -key / 2⟩
```

Multiplying out, the occupied–virtual element for spin angle $p$ in the field of $q$ is $-tc_p-\tfrac U2s_pc_q$ (`hF`). At a ground state the two elements are $\pm\tfrac12c_a(Ux-2t)$. If $x=1$, then $c_a^2=1-x^2=0$; otherwise $Ux=2t$. Both vanish, as `key` records.

```lean
/-- For `t, U > 0`, the second-order energy of a UHF ground state with bond order `x` is
`-U²x⁴ / (8 √(U²(1 - x²) + 4t²))`. -/
theorem mp2_eq {t U a b : ℝ} (ht : 0 < t) (hU : 0 < U) (h : IsUHF t U a b) :
    mp2 t U a b = -(U ^ 2 * bondOrder t U ^ 4) /
      (8 * Real.sqrt (U ^ 2 * (1 - bondOrder t U ^ 2) + 4 * t ^ 2)) := by
  obtain ⟨h1, h2, h3⟩ := (isUHF_iff ht hU).1 h
  have hg : ∀ p q, gap t U p q =
      2 * t * Real.sin (2 * p) - U * Real.cos (2 * p) * Real.cos (2 * q) := by
    intro p q
    simp only [Real.sin_two_mul, Real.cos_two_mul']
    simp [gap, occ, vir, fock, Matrix.mulVec, dotProduct, Fin.sum_univ_two]
    ring
  have hI : ∑ i, occ a i * vir a i * occ b i * vir b i =
      Real.sin (2 * a) * Real.sin (2 * b) / 2 := by
    simp only [Real.sin_two_mul]
    simp [occ, vir, Fin.sum_univ_two]
    ring
  -- the orbital gap at self-consistency is the square root in the formula
  have hroot : Real.sqrt (U ^ 2 * (1 - bondOrder t U ^ 2) + 4 * t ^ 2) =
      2 * t * bondOrder t U + U * (1 - bondOrder t U ^ 2) := by
    rcases bondOrder_cases (t := t) hU with ⟨_, hx⟩ | ⟨_, hx⟩
    · rw [hx, show U ^ 2 * (1 - 1 ^ 2) + 4 * t ^ 2 = (2 * t) ^ 2 by ring,
        Real.sqrt_sq (by linarith)]
      ring
    · have e : U ^ 2 * (1 - bondOrder t U ^ 2) + 4 * t ^ 2 = U ^ 2 := by
        linear_combination (-(U * bondOrder t U + 2 * t)) * hx
      rw [e, Real.sqrt_sq hU.le]
      linear_combination bondOrder t U * hx
  have hsq := Real.sin_sq_add_cos_sq (2 * a)
  rw [h1] at hsq
  have g1 : gap t U a b = Real.sqrt (U ^ 2 * (1 - bondOrder t U ^ 2) + 4 * t ^ 2) := by
    rw [hroot, hg, h1, h3]
    linear_combination U * hsq
  have g2 : gap t U b a = Real.sqrt (U ^ 2 * (1 - bondOrder t U ^ 2) + 4 * t ^ 2) := by
    rw [hroot, hg, h2, h3]
    linear_combination U * hsq
  rw [mp2, hI, g1, g2, h1, h2]
  ring
```

The gap is $2ts_p-Uc_pc_q$ (`hg`), which at a ground state becomes $\Delta=2tx+U(1-x^2)$ for either spin. For $x=1$ this is $2t$; for $Ux=2t$ it is $U$. In both cases it equals $\sqrt{U^2(1-x^2)+4t^2}$ (`hroot`), which is positive. Each site contributes $s_as_b/4$ to the integral's sum (`hI`), so the integral is $Ux^2/2$ and
$$E_2=-\frac{(Ux^2/2)^2}{2\Delta}=-\frac{U^2x^4}{8\sqrt{U^2(1-x^2)+4t^2}}.$$

```lean
/-- For `t > 0` and any choice of UHF ground states for `U > 0`, the second-order energy is
continuous at `U = 2t`, with left derivative `-1/4` and right derivative `3/8`. -/
theorem mp2_kink {t : ℝ} (ht : 0 < t) (a b : ℝ → ℝ)
    (h : ∀ U, 0 < U → IsUHF t U (a U) (b U)) :
    ContinuousAt (fun U => mp2 t U (a U) (b U)) (2 * t) ∧
    HasDerivWithinAt (fun U => mp2 t U (a U) (b U)) (-1 / 4) (Iic (2 * t)) (2 * t) ∧
    HasDerivWithinAt (fun U => mp2 t U (a U) (b U)) (3 / 8) (Ici (2 * t)) (2 * t) := by
  have h2t : 0 < 2 * t := by linarith
  -- closed forms on the two sides of the symmetry-breaking point
  have hl : ∀ U, 0 < U → U ≤ 2 * t → mp2 t U (a U) (b U) = -U ^ 2 / (16 * t) := by
    intro U hU hle
    have hx : bondOrder t U = 1 := min_eq_left ((one_le_div hU).2 hle)
    rw [mp2_eq ht hU (h U hU), hx,
      show U ^ 2 * (1 - 1 ^ 2) + 4 * t ^ 2 = (2 * t) ^ 2 by ring, Real.sqrt_sq h2t.le]
    ring
  have hr : ∀ U, 0 < U → 2 * t ≤ U → mp2 t U (a U) (b U) = -2 * t ^ 4 / U ^ 3 := by
    intro U hU hle
    have hx : bondOrder t U = 2 * t / U := min_eq_right ((div_le_one hU).2 hle)
    have e : U ^ 2 * (1 - (2 * t / U) ^ 2) + 4 * t ^ 2 = U ^ 2 := by
      field_simp
      ring
    rw [mp2_eq ht hU (h U hU), hx, e, Real.sqrt_sq hU.le]
    field_simp
    ring
  have dl : HasDerivAt (fun U : ℝ => -U ^ 2 / (16 * t)) (-1 / 4) (2 * t) :=
    ((hasDerivAt_pow 2 (2 * t)).fun_neg.div_const (16 * t)).congr_deriv (by
      norm_num
      field_simp
      ring)
  have dr : HasDerivAt (fun U : ℝ => -2 * t ^ 4 / U ^ 3) (3 / 8) (2 * t) :=
    ((hasDerivAt_const (2 * t) (-2 * t ^ 4)).fun_div (hasDerivAt_pow 3 (2 * t))
      (by positivity)).congr_deriv (by
        norm_num
        field_simp
        ring)
  have hpos : ∀ s : Set ℝ, Ioi (0 : ℝ) ∈ 𝓝[s] (2 * t) :=
    fun s => nhdsWithin_le_nhds (Ioi_mem_nhds h2t)
  have L : HasDerivWithinAt (fun U => mp2 t U (a U) (b U)) (-1 / 4) (Iic (2 * t)) (2 * t) := by
    refine dl.hasDerivWithinAt.congr_of_eventuallyEq ?_ (hl _ h2t le_rfl)
    filter_upwards [self_mem_nhdsWithin, hpos _] with U h1 h2
    exact hl U h2 h1
  have R : HasDerivWithinAt (fun U => mp2 t U (a U) (b U)) (3 / 8) (Ici (2 * t)) (2 * t) := by
    refine dr.hasDerivWithinAt.congr_of_eventuallyEq ?_ (hr _ h2t le_rfl)
    filter_upwards [self_mem_nhdsWithin, hpos _] with U h1 h2
    exact hr U h2 h1
  exact ⟨continuousAt_iff_continuous_left_right.2
    ⟨L.continuousWithinAt, R.continuousWithinAt⟩, L, R⟩
```

The functions `a` and `b` choose a ground state at each $U>0$, and they need not be continuous. `Iic` and `Ici` are the closed half-lines to the left and right of $2t$. Inserting $x$ gives the closed forms `hl` and `hr`:
$$E_2=-\frac{U^2}{16t}\ (U\le2t),\qquad E_2=-\frac{2t^4}{U^3}\ (U\ge2t).$$
Both equal $-t/4$ at $U=2t$. Their derivatives, $-U/(8t)$ and $6t^4/U^4$, are $-1/4$ and $3/8$ there (`dl`, `dr`). The proof transfers these slopes to $E_2$ on each side and combines the one-sided continuities.

For $t=1$, the values at $U=1.9$ and $U=2.1$ are $-0.22563$ and $-0.21596$. The central difference across the kink is about $0.048$, which is neither slope.

In the limit $U\to0$, $-U^2/(16t)$ is also the leading term of the exact correlation energy, which is $2t-\tfrac12\sqrt{U^2+16t^2}$ for $U\le2t$.

```lean
/-- For `t > 0` and any choice of UHF ground states for `U > 0`, the second-order energy is not
differentiable in `U` at `U = 2t`. -/
theorem mp2_not_differentiableAt {t : ℝ} (ht : 0 < t) (a b : ℝ → ℝ)
    (h : ∀ U, 0 < U → IsUHF t U (a U) (b U)) :
    ¬ DifferentiableAt ℝ (fun U => mp2 t U (a U) (b U)) (2 * t) := by
  intro hd
  obtain ⟨_, L, R⟩ := mp2_kink ht a b h
  have l1 := L.derivWithin (uniqueDiffWithinAt_Iic (2 * t))
  have l2 := hd.hasDerivAt.hasDerivWithinAt.derivWithin (uniqueDiffWithinAt_Iic (2 * t))
  have r1 := R.derivWithin (uniqueDiffWithinAt_Ici (2 * t))
  have r2 := hd.hasDerivAt.hasDerivWithinAt.derivWithin (uniqueDiffWithinAt_Ici (2 * t))
  linarith

end

end HubbardDimerUMP2
```

A derivative at $2t$ would have to equal both one-sided derivatives, but $-1/4\ne3/8$. The `uniqueDiffWithinAt` lemmas state that a derivative along each half-line is unique, and `linarith` finds the contradiction.

```lean
#print axioms HubbardDimerUMP2.brillouin
#print axioms HubbardDimerUMP2.mp2_kink
#print axioms HubbardDimerUMP2.mp2_not_differentiableAt
```

```
'HubbardDimerUMP2.brillouin' depends on axioms: [propext, Classical.choice, Quot.sound]
'HubbardDimerUMP2.mp2_kink' depends on axioms: [propext, Classical.choice, Quot.sound]
'HubbardDimerUMP2.mp2_not_differentiableAt' depends on axioms: [propext, Classical.choice, Quot.sound]
```
